# The two Haldane bands do not overlap in energy when \(3|t_2\cos\varphi|\le|t_1|\)

A Haldane-model code can find a nonzero gap at every crystal momentum and still be describing a metal. If the top of the lower band lies above the bottom of the upper band, filling the lower band at every momentum does not give the half-filled ground state, and the Chern number of that band need not give the Hall conductance in units of \(e^2/h\). A condition on the hoppings excludes such an overlap.

## An energy that separates the bands

Let \(t_1\) and \(t_2\) be the first- and second-neighbour hoppings, \(\varphi\) the second-neighbour phase and \(\pm M\) the sublattice energies. Put \(c=t_2\cos\varphi\). If \(3|c|\le|t_1|\), the band energies satisfy

\[
E_-(a,b)\le -3c\le E_+(a,b)
\]

at every crystal momentum, for any \(M\). Here \(a\) and \(b\) are the Bloch phases along two primitive lattice vectors, not lengths. The condition says that the part of the second-neighbour hopping that moves both bands together is small enough compared with the nearest-neighbour hopping that splits them.

For \(M=\varphi=0\) the condition is also necessary: if \(3|t_2|>|t_1|\), some lower-band energy exceeds some upper-band energy.

## Filling bands at half filling

For non-interacting electrons in this two-band model, a code that occupies the lower state at each mesh point relies on the absence of overlap. Under the condition, that occupation minimises the energy at half filling, and \(-3c\) can serve as the zero-temperature Fermi level. The bound holds at each momentum separately, so it does not depend on the mesh.

For general \(M\) and \(\varphi\) the condition is only sufficient. A large \(|M|\) can keep the bands apart when it fails.

## From the Bloch matrix to the bound

Write

\[
f=1+e^{ia}+e^{ib},\quad
C=\cos a+\cos(b-a)+\cos b,\quad
S=\sin a+\sin(b-a)-\sin b .
\]

The off-diagonal entries of the Bloch matrix are \(t_1f\) and \(t_1f^*\). The diagonal entries are \(\pm M+2t_2[\cos(a\pm\varphi)+\cos(b-a\pm\varphi)+\cos(-b\pm\varphi)]\), with the upper signs for the first sublattice and the lower signs for the second. The addition formulas turn them into \(\varepsilon\pm m\), with

\[
\varepsilon=2cC,\qquad m=M-2t_2\sin\varphi\,S .
\]

The characteristic determinant is \((x-\varepsilon)^2-m^2-t_1^2|f|^2\), so

\[
E_\pm=\varepsilon\pm R,\qquad R=\sqrt{m^2+t_1^2|f|^2}.
\]

Next,

\[
|f|^2=(1+\cos a+\cos b)^2+(\sin a+\sin b)^2=3+2C .
\]

Let \(n=|f|^2\). Each cosine is at most 1, so \(0\le n\le 9\). Also \(\varepsilon=c(n-3)\), and therefore

\[
E_\pm+3c=cn\pm R .
\]

The hypothesis gives \(9c^2\le t_1^2\), hence

\[
(cn)^2\le 9c^2n\le t_1^2n\le R^2 .
\]

Thus \(|cn|\le R\), which is the bound. If \(m\ne0\), the last step is strict, and so are both inequalities at that momentum.

For the converse set \(M=\varphi=0\), so that \(c=t_2\) and \(m=0\). At the zone centre \(n=9\) and \(E_\pm=6t_2\pm3|t_1|\). At the Dirac point \(a=2\pi/3\), \(b=-2\pi/3\), all three cosines in \(C\) equal \(-1/2\), so \(n=0\) and \(E_\pm=-3t_2\). Suppose \(3|t_2|>|t_1|\).

- If \(t_2>0\), the lower band at the zone centre lies above the upper band at the Dirac point, since \(6t_2-3|t_1|>-3t_2\).
- If \(t_2<0\), the lower band at the Dirac point lies above the upper band at the zone centre, since \(-3t_2>6t_2+3|t_1|\).

## The Lean file

```lean
import Mathlib

open Matrix

namespace HaldaneModel

noncomputable section

/-- Parameters of the Haldane model: nearest-neighbour hopping `t1`, second-neighbour hopping
`t2` with phase `φ`, and sublattice energy `M`. -/
structure Parameters where
  t1 : ℝ
  t2 : ℝ
  M : ℝ
  φ : ℝ

/-- The sum of the three nearest-neighbour Bloch phase factors on the honeycomb lattice;
`a` and `b` are the phases of the crystal momentum along two primitive lattice vectors. -/
def structureFactor (a b : ℝ) : ℂ :=
  1 + Complex.exp (a * Complex.I) + Complex.exp (b * Complex.I)

/-- Diagonal Bloch energy of sublattice A: `M` plus second-neighbour hopping with phase `φ`. -/
def siteA (p : Parameters) (a b : ℝ) : ℝ :=
  p.M + 2 * p.t2 * (Real.cos (a + p.φ) + Real.cos (b - a + p.φ) + Real.cos (-b + p.φ))

/-- Diagonal Bloch energy of sublattice B: `-M` plus second-neighbour hopping with phase `-φ`. -/
def siteB (p : Parameters) (a b : ℝ) : ℝ :=
  -p.M + 2 * p.t2 * (Real.cos (a - p.φ) + Real.cos (b - a - p.φ) + Real.cos (-b - p.φ))

/-- The Haldane Bloch Hamiltonian in the basis of the two sublattices. -/
def bloch (p : Parameters) (a b : ℝ) : Matrix (Fin 2) (Fin 2) ℂ :=
  !![(siteA p a b : ℂ), (p.t1 : ℂ) * structureFactor a b;
     (p.t1 : ℂ) * starRingEnd ℂ (structureFactor a b), (siteB p a b : ℂ)]

/-- The part of the second-neighbour energy common to both sublattices. -/
def meanEnergy (p : Parameters) (a b : ℝ) : ℝ :=
  2 * p.t2 * Real.cos p.φ * (Real.cos a + Real.cos (b - a) + Real.cos b)

/-- The mass term, which enters the two sublattices with opposite signs. -/
def mass (p : Parameters) (a b : ℝ) : ℝ :=
  p.M - 2 * p.t2 * Real.sin p.φ * (Real.sin a + Real.sin (b - a) - Real.sin b)

/-- Half the energy difference of the two bands at a given crystal momentum. -/
def halfSplitting (p : Parameters) (a b : ℝ) : ℝ :=
  Real.sqrt (mass p a b ^ 2 + p.t1 ^ 2 * Complex.normSq (structureFactor a b))

/-- Energy of the lower Haldane band. -/
def lowerBand (p : Parameters) (a b : ℝ) : ℝ := meanEnergy p a b - halfSplitting p a b

/-- Energy of the upper Haldane band. -/
def upperBand (p : Parameters) (a b : ℝ) : ℝ := meanEnergy p a b + halfSplitting p a b

/-- The diagonal Bloch energies are the mean energy plus and minus the mass term. -/
theorem site_energies (p : Parameters) (a b : ℝ) :
    siteA p a b = meanEnergy p a b + mass p a b ∧
      siteB p a b = meanEnergy p a b - mass p a b := by
  constructor <;>
  · simp only [siteA, siteB, meanEnergy, mass, Real.cos_add, Real.cos_sub, Real.sin_sub,
      Real.cos_neg, Real.sin_neg]
    ring

/-- The characteristic determinant of the Bloch Hamiltonian factorises over the lower and
upper band energies, and the lower one does not exceed the upper one. -/
theorem bands_are_eigenvalues (p : Parameters) (a b : ℝ) :
    lowerBand p a b ≤ upperBand p a b ∧
      ∀ x : ℂ, (x • (1 : Matrix (Fin 2) (Fin 2) ℂ) - bloch p a b).det =
        (x - (lowerBand p a b : ℂ)) * (x - (upperBand p a b : ℂ)) := by
  constructor
  · have h : 0 ≤ halfSplitting p a b := Real.sqrt_nonneg _
    unfold lowerBand upperBand
    linarith
  · intro x
    have key : (x • (1 : Matrix (Fin 2) (Fin 2) ℂ) - bloch p a b).det =
        (x - (siteA p a b : ℂ)) * (x - (siteB p a b : ℂ)) -
          ((p.t1 : ℂ) * structureFactor a b) *
            ((p.t1 : ℂ) * starRingEnd ℂ (structureFactor a b)) := by
      rw [Matrix.det_fin_two]
      simp [bloch]
    have hf := Complex.mul_conj (structureFactor a b)
    have hr : halfSplitting p a b ^ 2 =
        mass p a b ^ 2 + p.t1 ^ 2 * Complex.normSq (structureFactor a b) :=
      Real.sq_sqrt (add_nonneg (sq_nonneg _)
        (mul_nonneg (sq_nonneg _) (Complex.normSq_nonneg _)))
    have hc : (halfSplitting p a b : ℂ) ^ 2 = (mass p a b : ℂ) ^ 2 +
        (p.t1 : ℂ) ^ 2 * (Complex.normSq (structureFactor a b) : ℂ) := by
      exact_mod_cast hr
    rw [key, (site_energies p a b).1, (site_energies p a b).2]
    simp only [lowerBand, upperBand, Complex.ofReal_add, Complex.ofReal_sub]
    linear_combination hc - (p.t1 : ℂ) ^ 2 * hf

/-- The squared modulus of the nearest-neighbour sum is fixed by the second-neighbour
cosines. -/
theorem normSq_structureFactor (a b : ℝ) :
    Complex.normSq (structureFactor a b) =
      3 + 2 * (Real.cos a + Real.cos (b - a) + Real.cos b) := by
  have hre : (structureFactor a b).re = 1 + Real.cos a + Real.cos b := by
    simp [structureFactor, Complex.exp_ofReal_mul_I_re]
  have him : (structureFactor a b).im = Real.sin a + Real.sin b := by
    simp [structureFactor, Complex.exp_ofReal_mul_I_im]
  rw [Complex.normSq_apply, hre, him, Real.cos_sub]
  linear_combination Real.sin_sq_add_cos_sq a + Real.sin_sq_add_cos_sq b

/-- The mean energy is an affine function of the squared modulus of the nearest-neighbour sum. -/
theorem meanEnergy_eq (p : Parameters) (a b : ℝ) :
    meanEnergy p a b =
      p.t2 * Real.cos p.φ * (Complex.normSq (structureFactor a b) - 3) := by
  rw [normSq_structureFactor, meanEnergy]
  ring

/-- If `3 |t2 cos φ| ≤ |t1|`, the square of the mean energy measured from `-3 t2 cos φ` is at most
the squared modulus of the off-diagonal Bloch entry. -/
theorem shift_sq_le (p : Parameters) (h : 3 * |p.t2 * Real.cos p.φ| ≤ |p.t1|) (a b : ℝ) :
    (p.t2 * Real.cos p.φ * Complex.normSq (structureFactor a b)) ^ 2 ≤
      p.t1 ^ 2 * Complex.normSq (structureFactor a b) := by
  have h0 := Complex.normSq_nonneg (structureFactor a b)
  have h9 : Complex.normSq (structureFactor a b) ≤ 9 := by
    rw [normSq_structureFactor]
    linarith [Real.cos_le_one a, Real.cos_le_one (b - a), Real.cos_le_one b]
  have hc := pow_le_pow_left₀ (by positivity) h 2
  rw [mul_pow, sq_abs, sq_abs] at hc
  have h1 := mul_nonneg (mul_nonneg (sq_nonneg (p.t2 * Real.cos p.φ)) h0) (sub_nonneg.2 h9)
  have h2 := mul_nonneg h0 (sub_nonneg.2 hc)
  nlinarith

/-- If `3 |t2 cos φ| ≤ |t1|`, every lower-band energy is at most `-3 t2 cos φ` and every
upper-band energy is at least that value, for any sublattice energy `M`. -/
theorem bands_separated (p : Parameters) (h : 3 * |p.t2 * Real.cos p.φ| ≤ |p.t1|)
    (a b : ℝ) :
    lowerBand p a b ≤ -3 * p.t2 * Real.cos p.φ ∧
      -3 * p.t2 * Real.cos p.φ ≤ upperBand p a b := by
  have hR : |p.t2 * Real.cos p.φ * Complex.normSq (structureFactor a b)| ≤
      halfSplitting p a b :=
    Real.abs_le_sqrt (by linarith [shift_sq_le p h a b, sq_nonneg (mass p a b)])
  obtain ⟨h1, h2⟩ := abs_le.1 hR
  unfold lowerBand upperBand
  rw [meanEnergy_eq]
  constructor <;> linarith

/-- If `3 |t2 cos φ| ≤ |t1|`, then at every crystal momentum with nonzero mass term the two
band energies lie strictly on either side of `-3 t2 cos φ`. -/
theorem bands_strictly_separated (p : Parameters)
    (h : 3 * |p.t2 * Real.cos p.φ| ≤ |p.t1|) (a b : ℝ) (hm : mass p a b ≠ 0) :
    lowerBand p a b < -3 * p.t2 * Real.cos p.φ ∧
      -3 * p.t2 * Real.cos p.φ < upperBand p a b := by
  have hpos : 0 < mass p a b ^ 2 := by positivity
  have hR : |p.t2 * Real.cos p.φ * Complex.normSq (structureFactor a b)| <
      halfSplitting p a b := by
    apply (Real.lt_sqrt (abs_nonneg _)).2
    rw [sq_abs]
    linarith [shift_sq_le p h a b]
  obtain ⟨h1, h2⟩ := abs_lt.1 hR
  unfold lowerBand upperBand
  rw [meanEnergy_eq]
  constructor <;> linarith

/-- For `M = φ = 0` and `3 |t2| > |t1|`, some lower-band energy exceeds some upper-band
energy. -/
theorem bands_overlap (p : Parameters) (hM : p.M = 0) (hφ : p.φ = 0)
    (h : |p.t1| < 3 * |p.t2|) :
    ∃ a b a' b' : ℝ, upperBand p a' b' < lowerBand p a b := by
  have hmass : ∀ a b, mass p a b = 0 := by
    intro a b
    simp [mass, hM, hφ]
  -- the zone centre
  have hG : Complex.normSq (structureFactor 0 0) = 9 := by
    rw [normSq_structureFactor, sub_zero, Real.cos_zero]
    norm_num
  have hRG : halfSplitting p 0 0 = 3 * |p.t1| := by
    rw [halfSplitting, hmass, hG,
      show (0 : ℝ) ^ 2 + p.t1 ^ 2 * 9 = (3 * p.t1) ^ 2 by ring,
      Real.sqrt_sq_eq_abs, abs_mul, abs_of_pos (by norm_num : (0 : ℝ) < 3)]
  -- a Dirac point, where the nearest-neighbour sum vanishes
  have hcos : Real.cos (2 * Real.pi / 3) = -1 / 2 := by
    rw [show 2 * Real.pi / 3 = Real.pi - Real.pi / 3 by ring, Real.cos_pi_sub,
      Real.cos_pi_div_three]
    norm_num
  have hK : Complex.normSq (structureFactor (2 * Real.pi / 3) (-(2 * Real.pi / 3))) = 0 := by
    have hs := Real.sin_sq_add_cos_sq (2 * Real.pi / 3)
    rw [hcos] at hs
    rw [normSq_structureFactor, Real.cos_sub, Real.cos_neg, Real.sin_neg, hcos]
    linear_combination -2 * hs
  have hRK : halfSplitting p (2 * Real.pi / 3) (-(2 * Real.pi / 3)) = 0 := by
    rw [halfSplitting, hmass, hK]
    simp
  have hEG := meanEnergy_eq p 0 0
  have hEK := meanEnergy_eq p (2 * Real.pi / 3) (-(2 * Real.pi / 3))
  rw [hG, hφ, Real.cos_zero] at hEG
  rw [hK, hφ, Real.cos_zero] at hEK
  -- the sign of `t2` decides which point supplies the lower-band energy
  rcases le_total 0 p.t2 with ht | ht
  · rw [abs_of_nonneg ht] at h
    refine ⟨0, 0, 2 * Real.pi / 3, -(2 * Real.pi / 3), ?_⟩
    rw [upperBand, lowerBand, hRG, hRK, hEG, hEK]
    linarith
  · rw [abs_of_nonpos ht] at h
    refine ⟨2 * Real.pi / 3, -(2 * Real.pi / 3), 0, 0, ?_⟩
    rw [upperBand, lowerBand, hRG, hRK, hEG, hEK]
    linarith

/-- For `M = φ = 0`, no lower-band energy exceeds any upper-band energy exactly when
`3 |t2| ≤ |t1|`. -/
theorem no_overlap_iff (p : Parameters) (hM : p.M = 0) (hφ : p.φ = 0) :
    (∀ a b a' b' : ℝ, lowerBand p a b ≤ upperBand p a' b') ↔ 3 * |p.t2| ≤ |p.t1| := by
  constructor
  · intro H
    by_contra hn
    obtain ⟨a, b, a', b', hlt⟩ := bands_overlap p hM hφ (not_le.1 hn)
    exact absurd (H a b a' b') (not_le_of_gt hlt)
  · intro h a b a' b'
    have h' : 3 * |p.t2 * Real.cos p.φ| ≤ |p.t1| := by
      rw [hφ, Real.cos_zero, mul_one]
      exact h
    exact (bands_separated p h' a b).1.trans (bands_separated p h' a' b').2

end

end HaldaneModel
```

```lean
#print axioms HaldaneModel.bands_are_eigenvalues
#print axioms HaldaneModel.bands_strictly_separated
#print axioms HaldaneModel.bands_overlap
#print axioms HaldaneModel.no_overlap_iff
```

```
'HaldaneModel.bands_are_eigenvalues' depends on axioms: [propext, Classical.choice, Quot.sound]
'HaldaneModel.bands_strictly_separated' depends on axioms: [propext, Classical.choice, Quot.sound]
'HaldaneModel.bands_overlap' depends on axioms: [propext, Classical.choice, Quot.sound]
'HaldaneModel.no_overlap_iff' depends on axioms: [propext, Classical.choice, Quot.sound]
```

## Reading the theorems against a code

`Parameters` holds four real numbers with no restriction on sign. The phases `a` and `b` range over all reals, which includes every point of the Brillouin zone. `structureFactor` is \(f\), `meanEnergy` is \(\varepsilon\), `mass` is the momentum-dependent \(m\), and `halfSplitting` is \(R\). The bands are defined by formulas; `bands_are_eigenvalues` ties them to the matrix `bloch` by factorising its characteristic determinant for every complex `x`.

`bands_separated` is the bound, `bands_strictly_separated` its strict form where `mass p a b ≠ 0`, and `bands_overlap` the converse construction. `no_overlap_iff` combines the two directions at \(M=\varphi=0\), comparing energies at independent momenta.

## How the lemmas carry the argument

`site_energies` expands the diagonal entries, and `normSq_structureFactor` and `meanEnergy_eq` supply \(n=3+2C\) and \(\varepsilon=c(n-3)\). In `shift_sq_le`, the facts `h1` and `h2` are \(c^2n(9-n)\ge0\) and \(n(t_1^2-9c^2)\ge0\); `nlinarith` combines them into \((cn)^2\le t_1^2n\). `Real.abs_le_sqrt` then gives \(|cn|\le R\), and `linarith` reads off both bounds. The strict version uses `Real.lt_sqrt`.

`bands_overlap` evaluates the two special points and splits on the sign of `t2`. In `no_overlap_iff`, one direction is by contradiction from that theorem; the other chains the two bounds through the common energy.

## Touching bands, gaps and lattice conventions

Absence of overlap is weaker than a gap: at \(M=\varphi=0\) the bands touch at the Dirac points. The strict theorem does not by itself give a gap in the Chern-insulating phase, where \(m\) has opposite signs at the two Dirac points and so vanishes somewhere between them. The derivation above suggests a practical check that goes further than the Lean theorems: if \(3|c|<|t_1|\), equality in the bound needs \(f=0\) and \(m=0\) together, so a nonzero \(m\) at both Dirac points opens a full gap.

The Bloch matrix is written down directly. Its derivation from a real-space honeycomb Hamiltonian is left to the user, who should match the signs of the hoppings and the second-neighbour directions \(a\), \(b-a\), \(-b\) to the code. The model is an infinite periodic crystal, so edge states of a ribbon may cross the energy \(-3c\).
